# Reversing the unit cell of a uniform-hopping chain preserves its Bloch levels

## Two stacking orders

A superlattice repeats the layers A, B, C; another repeats C, B, A. For three different layers, the second cell is not a cyclic shift of the first. Do the two have the same bands?

Take non-interacting electrons on a chain in which each layer is a single site with one orbital, and the nearest-neighbour hopping is the same everywhere and serves as the unit of energy. In this model the band energies cannot distinguish the two orders, for any cell length and any on-site energies. The second chain is the first one read from its other end, which turns a Bloch wave with phase θ per cell into one with phase −θ and the same energy. What remains to be proved is that the levels also agree at the same phase.

## Transfer matrices

Let the cell have on-site energies v_0, …, v_{N−1}, and let ψ_{n+1} be the amplitude on the site with energy v_n. At energy E,

ψ_{n+2} + ψ_n + v_n ψ_{n+1} = E ψ_{n+1}.

With x_n = E − v_n and T(x) = [[x, −1], [1, 0]], this reads

(ψ_{n+2}, ψ_{n+1})ᵀ = T(x_n) (ψ_{n+1}, ψ_n)ᵀ.

The whole cell is crossed by M = T(x_{N−1}) ⋯ T(x_0), and the mirrored cell by M′ = T(x_0) ⋯ T(x_{N−1}).

## Equal traces

Let S = diag(1, −1), so S² = 1. The product S T(x) = [[x, −1], [−1, 0]] is symmetric, hence S T(x) = T(x)ᵀ S and T(x) = S T(x)ᵀ S. Inserting this in every factor of M′ cancels the inner pairs S S:

M′ = S T(x_0)ᵀ ⋯ T(x_{N−1})ᵀ S = S Mᵀ S.

Therefore tr M′ = tr(Mᵀ S²) = tr M.

Determinant 1 alone would not suffice. For A = [[1, 1], [0, 1]], B = [[1, 0], [1, 1]] and C = [[2, 1], [1, 1]], tr(ABC) = 7 but tr(CBA) = 6.

## From the trace to the bands

A Bloch solution with factor z satisfies ψ_N = z ψ_0 and ψ_{N+1} = z ψ_1, so u = (ψ_1, ψ_0)ᵀ is a nonzero vector with M u = z u. Conversely, such a u supplies starting amplitudes, and the recursion supplies the rest. A solution thus exists exactly when det(M − z) = 0. Each T(x) has determinant 1, so det M = 1 and the condition is

z² − tr(M) z + 1 = 0.

Only the trace depends on the cell, so both cells have the same levels at the same z. For z = exp(iθ), division by z gives tr M = z + 1/z = 2 cos θ.

For real on-site energies, the bands of this model can be located numerically by multiplying the N matrices at each real E on a grid and marking E as allowed when |tr M| ≤ 2; a band narrower than the grid spacing can be missed. A search over layer sequences that looks only at these band energies can skip mirror images.

## What the Lean statements say

`cellMatrix x N` is M, and `mirror v N` reverses the first N entries of `v`. `IsBlochLevel v N E z` asks for a nonzero solution through one cell that is multiplied by `z` across it; its continuation to the other cells, with one factor `z` per cell, is left implicit.

`isBlochLevel_mirror` holds over any field, so complex on-site energies are included. `trace_cellMatrix_mirror` needs only a commutative ring. `dispersion_relation` takes a real phase `θ`. Unequal hoppings, several orbitals per site and level multiplicities are not treated.

Levels could also be defined as eigenvalues of the N×N Bloch Hamiltonian. At fixed θ, the matrix of the mirrored cell is the transpose of the original one after the sites are renumbered in reverse order, which would also give equal algebraic multiplicities. In cells of one or two sites, the hoppings across the cell boundary fall on matrix entries that are already occupied and are added to them.

```lean
import Mathlib

open Matrix

namespace MirrorSuperlattice

section Ring

variable {R : Type*} [CommRing R]

/-- The transfer matrix of one site, where `x` is the energy measured from the on-site energy
in units of the hopping amplitude. -/
def siteMatrix (x : R) : Matrix (Fin 2) (Fin 2) R := !![x, -1; 1, 0]

/-- The transfer matrix of the first `N` sites, with later sites multiplying from the left. -/
def cellMatrix (x : ℕ → R) : ℕ → Matrix (Fin 2) (Fin 2) R
  | 0 => 1
  | n + 1 => siteMatrix (x n) * cellMatrix x n

/-- The site parameters of a cell of `N` sites, read in reversed order. -/
def mirror (x : ℕ → R) (N : ℕ) : ℕ → R := fun j => x (N - 1 - j)

/-- The diagonal matrix with entries `1` and `-1`. -/
def signMatrix (R : Type*) [CommRing R] : Matrix (Fin 2) (Fin 2) R := !![1, 0; 0, -1]

lemma signMatrix_sq : signMatrix R * signMatrix R = 1 := by
  ext i j
  fin_cases i <;> fin_cases j <;> simp [signMatrix, Matrix.mul_apply, Fin.sum_univ_two]

/-- Moving the sign matrix past a site matrix transposes the site matrix. -/
lemma signMatrix_mul_siteMatrix (x : R) :
    signMatrix R * siteMatrix x = (siteMatrix x)ᵀ * signMatrix R := by
  ext i j
  fin_cases i <;> fin_cases j <;>
    simp [signMatrix, siteMatrix, Matrix.mul_apply, Fin.sum_univ_two]

/-- The first site of a cell can be split off as the rightmost factor. -/
lemma cellMatrix_split_first (x : ℕ → R) (n : ℕ) :
    cellMatrix x (n + 1) = cellMatrix (fun j => x (j + 1)) n * siteMatrix (x 0) := by
  induction n with
  | zero => simp [cellMatrix]
  | succ n ih =>
    have h : cellMatrix x (n + 1 + 1) = siteMatrix (x (n + 1)) * cellMatrix x (n + 1) := rfl
    rw [h, ih, ← Matrix.mul_assoc]
    rfl

/-- The transfer matrix of the mirrored cell is the transpose of the original one, conjugated
by the sign matrix. -/
theorem cellMatrix_mirror (x : ℕ → R) (N : ℕ) :
    cellMatrix (mirror x N) N = signMatrix R * (cellMatrix x N)ᵀ * signMatrix R := by
  induction N with
  | zero => simp [cellMatrix, signMatrix_sq]
  | succ N ih =>
    -- the last site of the cell is the first site of its mirror image
    have e : (fun j => mirror x (N + 1) (j + 1)) = mirror x N := by
      funext j
      simp only [mirror]
      congr 1
      omega
    have e0 : mirror x (N + 1) 0 = x N := by simp [mirror]
    have hs : cellMatrix x (N + 1) = siteMatrix (x N) * cellMatrix x N := rfl
    rw [cellMatrix_split_first (mirror x (N + 1)) N, e, e0, ih, hs, Matrix.transpose_mul,
      Matrix.mul_assoc (signMatrix R * (cellMatrix x N)ᵀ), signMatrix_mul_siteMatrix]
    simp only [Matrix.mul_assoc]

/-- A cell and its mirror image have transfer matrices of equal trace, over any commutative
ring. -/
theorem trace_cellMatrix_mirror (x : ℕ → R) (N : ℕ) :
    trace (cellMatrix (mirror x N) N) = trace (cellMatrix x N) := by
  rw [cellMatrix_mirror, Matrix.trace_mul_comm, ← Matrix.mul_assoc, signMatrix_sq,
    Matrix.one_mul, Matrix.trace_transpose]

/-- The transfer matrix of a cell has determinant one. -/
theorem det_cellMatrix (x : ℕ → R) (N : ℕ) : (cellMatrix x N).det = 1 := by
  induction N with
  | zero => simp [cellMatrix]
  | succ N ih =>
    have h : (siteMatrix (x N)).det = 1 := by simp [siteMatrix, Matrix.det_fin_two]
    rw [cellMatrix, Matrix.det_mul, ih, h, one_mul]

/-- One more site updates a pair of neighbouring amplitudes by the tight-binding recursion. -/
lemma cellMatrix_succ_mulVec (x : ℕ → R) (n : ℕ) (u : Fin 2 → R) :
    cellMatrix x (n + 1) *ᵥ u =
      ![x n * (cellMatrix x n *ᵥ u) 0 - (cellMatrix x n *ᵥ u) 1, (cellMatrix x n *ᵥ u) 0] := by
  have h (y : R) (w : Fin 2 → R) : siteMatrix y *ᵥ w = ![y * w 0 - w 1, w 0] := by
    ext i
    fin_cases i <;>
      simp [siteMatrix, Matrix.mulVec, dotProduct, Fin.sum_univ_two, sub_eq_add_neg]
  rw [cellMatrix, ← Matrix.mulVec_mulVec, h]

/-- The cell matrix carries the first two amplitudes of a solution of the tight-binding equation
to the two amplitudes found `N` sites further on. -/
theorem cellMatrix_propagates (v ψ : ℕ → R) (E : R) (N : ℕ)
    (h : ∀ n < N, ψ (n + 2) + ψ n + v n * ψ (n + 1) = E * ψ (n + 1)) :
    cellMatrix (fun j => E - v j) N *ᵥ ![ψ 1, ψ 0] = ![ψ (N + 1), ψ N] := by
  induction N with
  | zero => simp [cellMatrix]
  | succ N ih =>
    have e : ψ (N + 2) = (E - v N) * ψ (N + 1) - ψ N := by
      linear_combination h N (by omega)
    rw [cellMatrix_succ_mulVec, ih (fun n hn => h n (by omega))]
    show ![(E - v N) * ψ (N + 1) - ψ N, ψ (N + 1)] = ![ψ (N + 2), ψ (N + 1)]
    rw [e]

end Ring

section Bloch

variable {K : Type*} [Field K]

/-- `E` is a level with Bloch factor `z` of the chain whose cell has on-site energies
`v 0, ..., v (N - 1)`: a nonzero solution of the tight-binding equation is multiplied by `z`
across the cell. -/
def IsBlochLevel (v : ℕ → K) (N : ℕ) (E z : K) : Prop :=
  ∃ ψ : ℕ → K, (ψ 0 ≠ 0 ∨ ψ 1 ≠ 0) ∧
    (∀ n < N, ψ (n + 2) + ψ n + v n * ψ (n + 1) = E * ψ (n + 1)) ∧
    ψ N = z * ψ 0 ∧ ψ (N + 1) = z * ψ 1

/-- The Bloch levels are the solutions of a secular equation that contains the cell only through
the trace of its transfer matrix. -/
theorem isBlochLevel_iff (v : ℕ → K) (N : ℕ) (E z : K) :
    IsBlochLevel v N E z ↔
      z ^ 2 - trace (cellMatrix (fun j => E - v j) N) * z + 1 = 0 := by
  have hdet : (cellMatrix (fun j => E - v j) N - z • (1 : Matrix (Fin 2) (Fin 2) K)).det
      = z ^ 2 - trace (cellMatrix (fun j => E - v j) N) * z + 1 := by
    have hM := det_cellMatrix (fun j => E - v j) N
    have h01 : (1 : Matrix (Fin 2) (Fin 2) K) 0 1 = 0 := by simp
    have h10 : (1 : Matrix (Fin 2) (Fin 2) K) 1 0 = 0 := by simp
    rw [Matrix.det_fin_two] at hM
    rw [Matrix.det_fin_two, Matrix.trace_fin_two]
    simp only [Matrix.sub_apply, Matrix.smul_apply, smul_eq_mul, Matrix.one_apply_eq, h01, h10]
    linear_combination hM
  rw [← hdet, ← Matrix.exists_mulVec_eq_zero_iff]
  constructor
  · -- a Bloch solution gives an eigenvector of the cell matrix
    rintro ⟨ψ, h0, hs, hN, hN1⟩
    refine ⟨![ψ 1, ψ 0], ?_, ?_⟩
    · intro h
      have a : ψ 1 = 0 := congrFun h 0
      have b : ψ 0 = 0 := congrFun h 1
      exact h0.elim (fun k => k b) (fun k => k a)
    · rw [Matrix.sub_mulVec, cellMatrix_propagates v ψ E N hs, Matrix.smul_mulVec,
        Matrix.one_mulVec, hN1, hN]
      ext i
      fin_cases i <;> simp
  · -- an eigenvector supplies the initial amplitudes of a Bloch solution
    rintro ⟨u, hu, h⟩
    rw [Matrix.sub_mulVec, Matrix.smul_mulVec, Matrix.one_mulVec, sub_eq_zero] at h
    have hstep (n : ℕ) := cellMatrix_succ_mulVec (fun j => E - v j) n u
    have h1 (n : ℕ) : (cellMatrix (fun j => E - v j) (n + 1) *ᵥ u) 1
        = (cellMatrix (fun j => E - v j) n *ᵥ u) 0 := congrFun (hstep n) 1
    have h2 (n : ℕ) : (cellMatrix (fun j => E - v j) (n + 1) *ᵥ u) 0
        = (E - v n) * (cellMatrix (fun j => E - v j) n *ᵥ u) 0
          - (cellMatrix (fun j => E - v j) n *ᵥ u) 1 := congrFun (hstep n) 0
    have hz : cellMatrix (fun j => E - v j) 0 *ᵥ u = u := by simp [cellMatrix]
    refine ⟨fun n => (cellMatrix (fun j => E - v j) n *ᵥ u) 1, ?_, ?_, ?_, ?_⟩
    · by_contra hc
      push Not at hc
      obtain ⟨a, b⟩ := hc
      have b' := (h1 0).symm.trans b
      rw [hz] at a b'
      apply hu
      ext i
      fin_cases i
      · exact b'
      · exact a
    · intro n _
      linear_combination h1 (n + 1) + h2 n + (v n - E) * h1 n
    · show (cellMatrix (fun j => E - v j) N *ᵥ u) 1
        = z * (cellMatrix (fun j => E - v j) 0 *ᵥ u) 1
      rw [hz, h]
      rfl
    · show (cellMatrix (fun j => E - v j) (N + 1) *ᵥ u) 1
        = z * (cellMatrix (fun j => E - v j) (0 + 1) *ᵥ u) 1
      rw [h1, h1, hz, h]
      rfl

/-- Reversing the order of the sites in the unit cell preserves every Bloch level, at the same
Bloch factor. -/
theorem isBlochLevel_mirror (v : ℕ → K) (N : ℕ) (E z : K) :
    IsBlochLevel (mirror v N) N E z ↔ IsBlochLevel v N E z := by
  have h : trace (cellMatrix (fun j => E - mirror v N j) N)
      = trace (cellMatrix (fun j => E - v j) N) :=
    trace_cellMatrix_mirror (fun j => E - v j) N
  rw [isBlochLevel_iff, isBlochLevel_iff, h]

end Bloch

/-- Dispersion relation: `E` is a level with Bloch phase `θ` per cell exactly when the trace of
the cell matrix equals `2 cos θ`. -/
theorem dispersion_relation (v : ℕ → ℂ) (N : ℕ) (E : ℂ) (θ : ℝ) :
    IsBlochLevel v N E (Complex.exp (θ * Complex.I)) ↔
      trace (cellMatrix (fun j => E - v j) N) = 2 * Complex.cos θ := by
  have h : Complex.exp (θ * Complex.I) * Complex.exp (-θ * Complex.I) = 1 := by
    rw [← Complex.exp_add, ← add_mul, add_neg_cancel, zero_mul, Complex.exp_zero]
  rw [isBlochLevel_iff, Complex.two_cos]
  generalize trace (cellMatrix (fun j => E - v j) N) = t
  generalize Complex.exp (θ * Complex.I) = a at *
  generalize Complex.exp (-θ * Complex.I) = b at *
  constructor
  · intro H
    linear_combination (-b) * H + (a - t) * h
  · intro H
    linear_combination (-a) * H - h

/-- For general integer matrices of determinant one, reversing a product of three factors can
change the trace. -/
theorem trace_reversal_fails :
    ∃ A B C : Matrix (Fin 2) (Fin 2) ℤ, A.det = 1 ∧ B.det = 1 ∧ C.det = 1 ∧
      trace (A * B * C) ≠ trace (C * B * A) := by
  refine ⟨!![1, 1; 0, 1], !![1, 0; 1, 1], !![2, 1; 1, 1], ?_, ?_, ?_, ?_⟩ <;>
    norm_num [Matrix.det_fin_two, Matrix.trace_fin_two, Matrix.mul_apply, Fin.sum_univ_two]

end MirrorSuperlattice
```

```lean
#print axioms MirrorSuperlattice.isBlochLevel_mirror
#print axioms MirrorSuperlattice.dispersion_relation
#print axioms MirrorSuperlattice.trace_reversal_fails
```

```
'MirrorSuperlattice.isBlochLevel_mirror' depends on axioms: [propext, Classical.choice, Quot.sound]
'MirrorSuperlattice.dispersion_relation' depends on axioms: [propext, Classical.choice, Quot.sound]
'MirrorSuperlattice.trace_reversal_fails' depends on axioms: [propext, Classical.choice, Quot.sound]
```

## How the proof runs

`signMatrix_mul_siteMatrix` checks S T = Tᵀ S entry by entry. Since `cellMatrix` adds new sites on the left, `cellMatrix_split_first` extracts the rightmost factor. The induction in `cellMatrix_mirror` needs this, because the last site of a cell is the first of its mirror image. The trace theorem then follows by cyclicity and S² = 1.

`cellMatrix_propagates` iterates the recursion. In `isBlochLevel_iff`, `hdet` expands det(M − z) using `det_cellMatrix`, and `Matrix.exists_mulVec_eq_zero_iff` turns its vanishing into the existence of an eigenvector. One direction reads the eigenvector off ψ; the other defines ψ_n as the second component of the n-site matrix applied to `u`.

`isBlochLevel_mirror` rewrites both sides as secular equations and substitutes the equal traces. `dispersion_relation` uses exp(iθ) exp(−iθ) = 1 to carry out the division by z, and `trace_reversal_fails` evaluates the three integer matrices above.
